# Unrelaxed vacancy energy over cohesive energy in a second-moment solid at equilibrium: closed form, bounds and limit

When a second-moment tight-binding potential is fitted to a metal, its two decay rates can be screened against the ratio of vacancy formation energy to cohesive energy before the energy scale is set. This works in the nearest-neighbour model with a stationary bond length and an unrelaxed vacancy, where the ratio depends only on the coordination and on the quotient of the decay rates.

The physical question is what it costs to take an atom out of the bulk and let it rejoin the crystal elsewhere at the bulk energy per atom, compared with the cohesive energy per atom. Each solution below is followed by its check in Lean.

```lean
import Mathlib

open Filter Topology

namespace SecondMomentVacancy

noncomputable section
```

An atom has z equivalent neighbours. Its local density of states has a second moment proportional to z, so its bond energy grows as √z. With repulsion A per neighbour and bond strength X, which absorbs the band filling, the energy is

e(z) = zA − √z X.

If the pair repulsion is shared equally between two atoms, A is half of it. A free atom has e(0) = 0, so −e(z) is the cohesive energy per atom. In Lean, e is `siteEnergy`, and z is a real number.

```lean
/-- Energy of an atom with `z` neighbours in the second-moment model: pair repulsion `A` per
neighbour, minus a bond energy `√z X`. -/
def siteEnergy (A X z : ℝ) : ℝ := z * A - √z * X
```

Let s be a common stretch of all bonds, measured from the actual bond length. It scales A by exp(−ps) and X by exp(−qs). `IsEquilibrium` says that the energy has zero derivative at s = 0; it asks for stationarity, not for a minimum.

```lean
/-- The bond length is stationary: the site energy has zero derivative under a common stretch `s`
of all bonds, which scales the repulsion by `exp (-p s)` and the bond term by `exp (-q s)`. -/
def IsEquilibrium (p q A X z : ℝ) : Prop :=
  HasDerivAt (fun s : ℝ => siteEnergy (A * Real.exp (-p * s)) (X * Real.exp (-q * s)) z) 0 0
```

Around the empty site, z neighbours each lose one bond, so the vacancy energy is

E_v(z) = z(e(z−1) − e(z)).

A and X keep their bulk values here. Relaxation of the atoms around the vacancy is not included.

```lean
/-- Unrelaxed vacancy formation energy: each of the `z` neighbours of the empty site
goes from coordination `z` to `z - 1`. -/
def vacancyEnergy (A X z : ℝ) : ℝ := z * (siteEnergy A X (z - 1) - siteEnergy A X z)
```

The ratio sought is R(z) = E_v(z)/(−e(z)).

```lean
/-- Vacancy formation energy divided by the cohesive energy per atom, for nonzero site energy. -/
def vacancyRatio (A X z : ℝ) : ℝ := vacancyEnergy A X z / (-siteEnergy A X z)
```

The solutions also use the function b(z) = z − √(z(z−1)). Its Lean name, `bondLoss`, is not a textbook term.

```lean
/-- The function `z - √(z (z - 1))` of the coordination number. -/
def bondLoss (z : ℝ) : ℝ := z - √(z * (z - 1))
```

## (a) Stationary bond length as a force balance

Show that the bond length is stationary exactly when

p z A = q √z X.

**Solution.** The stretched energy is zA exp(−ps) − √z X exp(−qs). Its derivative at s = 0 is −pzA + q√z X, which vanishes exactly when the two terms balance.

In Lean, `hexp` differentiates the exponentials and `hd` assembles the derivative of the energy. Uniqueness of the derivative gives one direction, and substituting the balance into `hd` gives the other. No signs are assumed.

```lean
/-- The bond length is stationary exactly when the repulsive and attractive forces balance,
`p z A = q √z X`. -/
theorem isEquilibrium_iff (p q A X z : ℝ) :
    IsEquilibrium p q A X z ↔ p * z * A = q * √z * X := by
  have hexp : ∀ k : ℝ, HasDerivAt (fun s : ℝ => Real.exp (-k * s)) (-k) 0 := by
    intro k
    have h := ((hasDerivAt_id' (0 : ℝ)).const_mul (-k)).exp
    simpa using h
  have hd := (((hexp p).const_mul A).const_mul z).fun_sub
    (((hexp q).const_mul X).const_mul (√z))
  unfold IsEquilibrium siteEnergy
  constructor
  · intro h
    have h0 := h.unique hd
    linear_combination h0
  · intro h
    exact hd.congr_deriv (by linear_combination -h)
```

## (b) A repulsion that produces equilibrium

For p ≠ 0, z > 0 and any q and X, show that the bond length is stationary when

A = qX/(p√z).

**Solution.** Since z = √z·√z, this choice gives pzA = qzX/√z = q√z X, which is the balance of part (a). The equilibrium condition can therefore be met at every positive coordination.

```lean
/-- For `p ≠ 0` and `z > 0`, the repulsion `A = q X / (p √z)` puts the bond length at
equilibrium. -/
theorem isEquilibrium_witness {p z : ℝ} (q X : ℝ) (hp : p ≠ 0) (hz : 0 < z) :
    IsEquilibrium p q (q * X / (p * √z)) X z := by
  rw [isEquilibrium_iff]
  have hs : √z ≠ 0 := (Real.sqrt_pos.2 hz).ne'
  have hzz : √z * √z = z := Real.mul_self_sqrt hz.le
  rw [mul_div_assoc', div_eq_iff (mul_ne_zero hp hs)]
  linear_combination -(p * q * X) * hzz
```

## (c) Both energies in units of the bond energy

At equilibrium, with p ≠ 0 and z ≥ 0, show that

−e(z) = (1 − q/p) √z X,

E_v(z) = (b(z) − q/p) √z X.

**Solution.** The force balance gives zA = (q/p)√z X. Inserting this into −e(z) = √z X − zA gives the first equation. For the vacancy,

e(z−1) − e(z) = −A + (√z − √(z−1))X.

Multiply by z and use z = √z·√z:

E_v(z) = −zA + √z X (z − √z √(z−1)) = −zA + b(z) √z X.

Eliminating zA gives the second equation. So b(z) is the bond energy lost by all z neighbours together, in units of √z X. For z < 1 Lean sets the root of a negative number to 0; the identity survives but has no physical meaning there.

The Lean proof eliminates the repulsion through `hA`, and `Real.sqrt_mul` splits the root of the product.

```lean
/-- At equilibrium, with `p ≠ 0` and `z ≥ 0`, the cohesive energy and the vacancy energy are both
multiples of the bond energy `√z X`. -/
theorem energies_at_equilibrium {p q A X z : ℝ} (hp : p ≠ 0) (hz : 0 ≤ z)
    (h : IsEquilibrium p q A X z) :
    -siteEnergy A X z = (1 - q / p) * (√z * X) ∧
      vacancyEnergy A X z = (bondLoss z - q / p) * (√z * X) := by
  rw [isEquilibrium_iff] at h
  -- the force balance eliminates the repulsion
  have hA : z * A = q / p * (√z * X) := by
    rw [div_mul_eq_mul_div, eq_div_iff hp]
    linear_combination h
  have hs : √z * √z = z := Real.mul_self_sqrt hz
  constructor
  · unfold siteEnergy
    linear_combination -hA
  · unfold vacancyEnergy siteEnergy bondLoss
    rw [Real.sqrt_mul hz]
    linear_combination -hA + √(z - 1) * X * hs
```

## (d) Bounds on the lost bond energy in units of √z X

For z > 1, show that

1/2 < b(z) < 1/2 + 1/(2z).

**Solution.** Write u = √(z(z−1)). Then u² = (z − 1/2)² − 1/4, so u < z − 1/2, and this is the lower bound. Also u² > (z−1)², so u > z − 1.

For the upper bound, u(z − 1/2 − u) is positive, and u² = z² − z, so

zu > z² − z + u/2.

Hence

2z(z − 1/2 − u) = 2z² − z − 2zu < z − u < 1.

Dividing by 2z finishes the argument. In Lean, `hu` and `hl` are the two estimates of u, and `hm` is the positive product.

```lean
/-- For `z > 1` the function `z - √(z (z - 1))` exceeds `1/2` by less than `1/(2z)`. -/
theorem bondLoss_bounds {z : ℝ} (hz : 1 < z) :
    1 / 2 < bondLoss z ∧ bondLoss z < 1 / 2 + 1 / (2 * z) := by
  have hs : √(z * (z - 1)) * √(z * (z - 1)) = z * (z - 1) :=
    Real.mul_self_sqrt (mul_nonneg (by linarith) (by linarith))
  have hu : √(z * (z - 1)) < z - 1 / 2 := by
    rw [Real.sqrt_lt' (by linarith)]
    nlinarith
  have hl : z - 1 < √(z * (z - 1)) := by
    rw [Real.lt_sqrt (by linarith)]
    nlinarith
  unfold bondLoss
  refine ⟨by linarith, ?_⟩
  have hm : 0 < √(z * (z - 1)) * (z - 1 / 2 - √(z * (z - 1))) :=
    mul_pos (by linarith) (by linarith)
  have key : z - √(z * (z - 1)) - 1 / 2 < 1 / (2 * z) := by
    rw [lt_div_iff₀ (by linarith)]
    nlinarith
  linarith
```

## (e) The lost bond energy in units of √z X falls with coordination

For 1 < x < y, show that

b(y) < b(x).

**Solution.** Let u = √(x(x−1)) and v = √(y(y−1)). Then

v² − u² = (y − x)(x + y − 1).

By part (d), u < x − 1/2 and v < y − 1/2, so 0 < u + v < x + y − 1. Dividing by u + v gives v − u > y − x, and therefore

b(y) − b(x) = (y − x) − (v − u) < 0.

Lean argues by contradiction. It multiplies the assumed inequality b(x) ≤ b(y) by u + v and compares the result with the factorised difference of squares.

```lean
/-- The function `z - √(z (z - 1))` strictly decreases with coordination for `z > 1`. -/
theorem bondLoss_strictAntiOn : StrictAntiOn bondLoss (Set.Ioi 1) := by
  intro x hx y hy hxy
  have hx1 : 1 < x := hx
  have hy1 : 1 < y := hy
  have bx := (bondLoss_bounds hx1).1
  have bY := (bondLoss_bounds hy1).1
  have sx : √(x * (x - 1)) * √(x * (x - 1)) = x * (x - 1) :=
    Real.mul_self_sqrt (mul_nonneg (by linarith) (by linarith))
  have sy : √(y * (y - 1)) * √(y * (y - 1)) = y * (y - 1) :=
    Real.mul_self_sqrt (mul_nonneg (by linarith) (by linarith))
  have px := Real.sqrt_nonneg (x * (x - 1))
  have py := Real.sqrt_nonneg (y * (y - 1))
  unfold bondLoss at *
  by_contra hcon
  -- compare the difference of the squared roots with its factorised form
  have h1 := mul_nonneg (sub_nonneg.2 (not_lt.1 hcon)) (add_nonneg px py)
  have h2 : 0 < (y - x) * (x + y - 1 - (√(x * (x - 1)) + √(y * (y - 1)))) :=
    mul_pos (by linarith) (by linarith)
  nlinarith
```

## (f) Two forms of one constant

For p > 0 and q < p, show that

(p − 2q)/(2(p − q)) = (1/2 − q/p)/(1 − q/p).

**Solution.** Multiply the numerator and denominator on the right by 2p. Both denominators are positive, so Lean can check the equation by cross-multiplication.

```lean
/-- For `p > 0` and `q < p`, the constant `(p - 2q) / (2 (p - q))` equals `(1/2 - q/p) / (1 - q/p)`.
-/
private lemma limit_eq {p q : ℝ} (hp : 0 < p) (hqp : q < p) :
    (p - 2 * q) / (2 * (p - q)) = (1 / 2 - q / p) / (1 - q / p) := by
  have h1 : 0 < 1 - q / p := sub_pos.2 ((div_lt_one hp).2 hqp)
  have h2 : 0 < 2 * (p - q) := by linarith
  have h3 : q / p * p = q := div_mul_cancel₀ q hp.ne'
  rw [div_eq_div_iff h2.ne' h1.ne']
  linear_combination h3
```

## (g) The vacancy to cohesion ratio

At equilibrium, with p > 0, q < p, X > 0 and z > 1, show that −e(z) > 0 and that

R(z) = (z − √(z(z−1)) − q/p)/(1 − q/p),

(p − 2q)/(2(p − q)) < R(z) < 1.

The condition q < p says that the repulsion is shorter-ranged than the bonding, and X > 0 says that the bond term binds.

**Solution.** Both 1 − q/p and √z X are positive, so part (c) gives −e(z) > 0. Dividing the two energies of part (c) cancels √z X and leaves

R(z) = (b(z) − q/p)/(1 − q/p).

By part (d), b(z) > 1/2, and part (f) turns this into the lower bound. Since z > 1, part (d) also gives b(z) < 1/2 + 1/(2z) < 1, hence R(z) < 1. For comparison, a pure pair energy proportional to z gives a ratio of exactly 1 for the same unrelaxed vacancy.

The theorem does not require q > 0 or A > 0. In the physical case q > 0, the force balance makes A positive. The cancellation is the step `hr` in Lean.

```lean
/-- At equilibrium, with `p > 0`, `q < p`, `X > 0` and `z > 1`, the solid is bound, and the vacancy
to cohesion ratio has a closed form in `z` and `q / p` and lies strictly between
`(p - 2q) / (2 (p - q))` and `1`. -/
theorem vacancy_cohesion_ratio {p q A X z : ℝ} (hp : 0 < p) (hqp : q < p) (hX : 0 < X)
    (hz : 1 < z) (h : IsEquilibrium p q A X z) :
    0 < -siteEnergy A X z ∧
      vacancyRatio A X z = (z - √(z * (z - 1)) - q / p) / (1 - q / p) ∧
      (p - 2 * q) / (2 * (p - q)) < vacancyRatio A X z ∧ vacancyRatio A X z < 1 := by
  obtain ⟨hc, hv⟩ := energies_at_equilibrium hp.ne' (by linarith) h
  have h1 : 0 < 1 - q / p := sub_pos.2 ((div_lt_one hp).2 hqp)
  have hb : 0 < √z * X := mul_pos (Real.sqrt_pos.2 (by linarith)) hX
  have hr : vacancyRatio A X z = (bondLoss z - q / p) / (1 - q / p) := by
    unfold vacancyRatio
    rw [hc, hv, mul_div_mul_right _ _ hb.ne']
  obtain ⟨hl, hu⟩ := bondLoss_bounds hz
  have hz2 : 1 / (2 * z) < 1 / 2 := by
    rw [div_lt_iff₀ (by linarith)]
    linarith
  refine ⟨hc ▸ mul_pos h1 hb, hr, ?_, ?_⟩
  · rw [hr, limit_eq hp hqp]
    exact div_lt_div_of_pos_right (by linarith) h1
  · rw [hr, div_lt_one h1]
    linarith
```

## (h) Comparing two solids

Two equilibrium solids share p > 0 and q < p. Their coordinations satisfy 1 < z < z′, and their bond strengths X and X′ are positive but may differ, as may their repulsions. With R evaluated for each solid's own parameters, show that

R(z′) < R(z).

**Solution.** By part (g), each ratio is (b − q/p)/(1 − q/p) at its own coordination, with the same positive denominator. Part (e) gives b(z′) < b(z). Lean rewrites both ratios in closed form and then uses `bondLoss_strictAntiOn`.

```lean
/-- For two equilibrium solids with the same `p > 0` and `q < p`, positive bond energies and
coordinations above one, the more highly coordinated one has the smaller ratio. -/
theorem vacancyRatio_decreasing {p q A X z A' X' z' : ℝ} (hp : 0 < p) (hqp : q < p)
    (hX : 0 < X) (hX' : 0 < X') (hz : 1 < z) (hzz : z < z')
    (h : IsEquilibrium p q A X z) (h' : IsEquilibrium p q A' X' z') :
    vacancyRatio A' X' z' < vacancyRatio A X z := by
  have hz' : 1 < z' := hz.trans hzz
  rw [(vacancy_cohesion_ratio hp hqp hX hz h).2.1,
    (vacancy_cohesion_ratio hp hqp hX' hz' h').2.1]
  have hm : bondLoss z' < bondLoss z := bondLoss_strictAntiOn hz hz' hzz
  unfold bondLoss at hm
  exact div_lt_div_of_pos_right (by linarith) (sub_pos.2 ((div_lt_one hp).2 hqp))
```

## (i) The limit of high coordination

Bond lengths adapt to coordination, so let A and X be functions of z, with X(z) > 0 and equilibrium at every z > 1. For p > 0 and q < p, show that as z → ∞

R(z) → (p − 2q)/(2(p − q)).

**Solution.** By part (d), b(z) lies between 1/2 and 1/2 + 1/(2z), so b(z) → 1/2. The closed form of part (g) then tends to (1/2 − q/p)/(1 − q/p), which part (f) rewrites. A(z) and X(z) need not converge, because they have cancelled.

In Lean, `hup` is the limit of the upper bound and `hb` is the squeeze. The limit is a mathematical one: a shell of touching equal spheres holds at most 12 neighbours.

```lean
/-- Along a family of equilibrium solids with `p > 0`, `q < p` and positive bond energies, the
ratio tends to `(p - 2q) / (2 (p - q))` as the coordination grows. -/
theorem vacancyRatio_tendsto {p q : ℝ} {A X : ℝ → ℝ} (hp : 0 < p) (hqp : q < p)
    (hX : ∀ z, 1 < z → 0 < X z) (h : ∀ z, 1 < z → IsEquilibrium p q (A z) (X z) z) :
    Tendsto (fun z => vacancyRatio (A z) (X z) z) atTop
      (𝓝 ((p - 2 * q) / (2 * (p - q)))) := by
  have hup : Tendsto (fun z : ℝ => 1 / 2 + 1 / (2 * z)) atTop (𝓝 (1 / 2)) := by
    have h0 := (tendsto_inv_atTop_zero (𝕜 := ℝ)).const_mul (1 / 2)
    have h1 := h0.const_add (1 / 2)
    rw [mul_zero, add_zero] at h1
    refine h1.congr (fun z => ?_)
    rw [one_div (2 * z), mul_inv, one_div]
  -- squeeze between the two bounds
  have hb : Tendsto bondLoss atTop (𝓝 (1 / 2)) := by
    refine tendsto_of_tendsto_of_tendsto_of_le_of_le' tendsto_const_nhds hup ?_ ?_
    · filter_upwards [eventually_gt_atTop 1] with z hz using (bondLoss_bounds hz).1.le
    · filter_upwards [eventually_gt_atTop 1] with z hz using (bondLoss_bounds hz).2.le
  rw [limit_eq hp hqp]
  refine ((hb.sub_const (q / p)).div_const (1 - q / p)).congr' ?_
  filter_upwards [eventually_gt_atTop 1] with z hz
  exact (vacancy_cohesion_ratio hp hqp (hX z hz) hz (h z hz)).2.1.symm
```

## (j) When every vacancy costs energy

For a family as in part (i), show that

E_v(z) > 0 for every z > 1 ⇔ 2q ≤ p.

**Solution.** Suppose that every vacancy energy is positive. Cohesion is positive too, so R(z) > 0 throughout and its limit is at least 0. The denominator 2(p − q) is positive, hence p − 2q ≥ 0.

Conversely, if 2q ≤ p, the lower bound in part (g) is at least 0. R(z) lies strictly above it, so E_v(z) > 0, also when 2q = p.

The condition concerns all real z > 1 together. At a single coordination, part (c) shows that the vacancy energy is positive when b(z) > q/p, which can hold with 2q slightly above p. In Lean, `ge_of_tendsto` carries the sign to the limit, and the converse uses the strict lower bound.

```lean
/-- Along a family of equilibrium solids with `p > 0`, `q < p` and positive bond energies, the
vacancy energy is positive at every coordination `z > 1` exactly when `2q ≤ p`. -/
theorem vacancyEnergy_pos_iff {p q : ℝ} {A X : ℝ → ℝ} (hp : 0 < p) (hqp : q < p)
    (hX : ∀ z, 1 < z → 0 < X z) (h : ∀ z, 1 < z → IsEquilibrium p q (A z) (X z) z) :
    (∀ z, 1 < z → 0 < vacancyEnergy (A z) (X z) z) ↔ 2 * q ≤ p := by
  constructor
  · intro hv
    have hlim : 0 ≤ (p - 2 * q) / (2 * (p - q)) := by
      refine ge_of_tendsto (vacancyRatio_tendsto hp hqp hX h) ?_
      filter_upwards [eventually_gt_atTop 1] with z hz
      exact (div_pos (hv z hz) (vacancy_cohesion_ratio hp hqp (hX z hz) hz (h z hz)).1).le
    by_contra hcon
    have hneg : (p - 2 * q) / (2 * (p - q)) < 0 :=
      div_neg_of_neg_of_pos (by linarith) (by linarith)
    linarith
  · intro hpq z hz
    obtain ⟨hc, -, hl, -⟩ := vacancy_cohesion_ratio hp hqp (hX z hz) hz (h z hz)
    have h0 : 0 ≤ (p - 2 * q) / (2 * (p - q)) := div_nonneg (by linarith) (by linarith)
    by_contra hcon
    have hn : vacancyRatio (A z) (X z) z ≤ 0 :=
      div_nonpos_of_nonpos_of_nonneg (not_lt.1 hcon) hc.le
    linarith

end

end SecondMomentVacancy
```

```lean
#print axioms SecondMomentVacancy.vacancy_cohesion_ratio
#print axioms SecondMomentVacancy.vacancyRatio_decreasing
#print axioms SecondMomentVacancy.vacancyEnergy_pos_iff
```

```
'SecondMomentVacancy.vacancy_cohesion_ratio' depends on axioms: [propext, Classical.choice, Quot.sound]
'SecondMomentVacancy.vacancyRatio_decreasing' depends on axioms: [propext, Classical.choice, Quot.sound]
'SecondMomentVacancy.vacancyEnergy_pos_iff' depends on axioms: [propext, Classical.choice, Quot.sound]
```
